# Krylov exactness: $q(PHP)\,v = q(H)\,v$ for $\deg q\le m$ if $P$ fixes $v,Hv,\dots,H^mv$

Take an open chain with sites $0,1,2$, basis vectors $e_0,e_1,e_2$ and hopping $H$ with $He_0=e_1$, $He_1=e_0+e_2$, $He_2=e_1$. Let $v=e_0$ and let $P$ project onto sites $0$ and $1$. Then $Pv=v$ and $PHv=Hv=e_1$, so $PHPv=Hv$. One power later $H^2v=e_0+e_2$ reaches site $2$, while $(PHP)^2v=e_0=PH^2v$. The projected matrix reproduces $H^kv$ whenever $P$ leaves all of $v,Hv,\dots,H^kv$ unchanged.

In general $H$ and $P$ are square matrices over a commutative ring $R$, indexed by a finite type `n`; $v$ is a vector, `*ᵥ` is the matrix-vector product, and $m$ is a natural number.

In Lean 4 with Mathlib:

```lean
import Mathlib

open Matrix Polynomial Finset

namespace KrylovExactness

noncomputable section

variable {R : Type*} [CommRing R] {n r : Type*} [Fintype n] [DecidableEq n]
  [Fintype r] [DecidableEq r]
```

The Krylov condition is $PH^kv=H^kv$ for $k=0,\dots,m$. It is assumed, not derived from a Lanczos or Arnoldi recursion. It asks neither idempotency nor Hermiticity of $P$, and $v$ need not be normalised.

```lean
/-- `P` leaves each Krylov vector `v, H v, ..., H^m v` unchanged. -/
def FixesKrylov (P H : Matrix n n R) (v : n → R) (m : ℕ) : Prop :=
  ∀ k ≤ m, P *ᵥ ((H ^ k) *ᵥ v) = (H ^ k) *ᵥ v
```

Write $A=PHP$.

```lean
/-- The projected Hamiltonian `P H P`. -/
def projHam (P H : Matrix n n R) : Matrix n n R := P * H * P
```

## Powers

The claim is $A^kv=PH^kv$ for $k\le m+1$. For $k=0$ it reads $v=Pv$. If it holds for some $k\le m$, then
$$A^{k+1}v=PHP\,(PH^kv)=PHP\,(H^kv)=PH\,(H^kv)=PH^{k+1}v .$$
The two removals of $P$ are the two rewrites with `h k hk'`.

```lean
/-- If `P` fixes the Krylov vectors up to order `m`, then `(PHP)^k v = P H^k v` for all
`k ≤ m + 1`. -/
theorem projHam_pow_mulVec {P H : Matrix n n R} {v : n → R} {m : ℕ}
    (h : FixesKrylov P H v m) {k : ℕ} (hk : k ≤ m + 1) :
    (projHam P H ^ k) *ᵥ v = P *ᵥ ((H ^ k) *ᵥ v) := by
  have step : ∀ w, projHam P H *ᵥ w = P *ᵥ (H *ᵥ (P *ᵥ w)) := by
    intro w
    simp only [projHam, mulVec_mulVec, Matrix.mul_assoc]
  induction k with
  | zero => rw [h 0 (Nat.zero_le m), pow_zero, pow_zero]
  | succ k ih =>
    have hk' : k ≤ m := by omega
    -- the inner projectors act on `H^k v`, which they leave unchanged
    rw [pow_succ', ← mulVec_mulVec, ih (by omega), h k hk', step, h k hk',
      pow_succ' H k, ← mulVec_mulVec]
```

## Polynomials

For $q=\sum_k q_kX^k$ the matrix $q(A)$ is `aeval A q`; its constant term is $q_0$ times the full identity, not $q_0P$. If $\deg q<N$, then $q(A)v=\sum_{k<N}q_kA^kv$ for any matrix $A$.

```lean
/-- For a polynomial `q` of degree below `N`, `q(A) v = ∑_{k<N} q_k A^k v`. -/
theorem aeval_mulVec (A : Matrix n n R) (v : n → R) {q : R[X]} {N : ℕ}
    (hq : q.natDegree < N) :
    (aeval A q) *ᵥ v = ∑ k ∈ range N, q.coeff k • ((A ^ k) *ᵥ v) := by
  rw [aeval_eq_sum_range' hq]
  simp only [Matrix.sum_mulVec, Matrix.smul_mulVec]
```

With $N=m+1$ every term has $k\le m$, so $A^kv=PH^kv=H^kv$ and the two sums agree term by term (`Finset.sum_congr`).

```lean
/-- Krylov exactness: if `P H^k v = H^k v` for all `k ≤ m`, then `q(PHP) v = q(H) v` for
every polynomial `q` of degree at most `m`. -/
theorem krylov_exact {P H : Matrix n n R} {v : n → R} {m : ℕ}
    (h : FixesKrylov P H v m) {q : R[X]} (hq : q.natDegree ≤ m) :
    (aeval (projHam P H) q) *ᵥ v = (aeval H q) *ᵥ v := by
  rw [aeval_mulVec (projHam P H) v (Nat.lt_succ_of_le hq),
    aeval_mulVec H v (Nat.lt_succ_of_le hq)]
  refine Finset.sum_congr rfl fun k hk => ?_
  have hk' : k ≤ m := Nat.lt_succ_iff.mp (Finset.mem_range.mp hk)
  rw [projHam_pow_mulVec h (Nat.le_succ_of_le hk'), h k hk']
```

For $\deg q\le m+1$ the terms up to $m$ cancel (`hs`) and one survives:
$$q(H)v-q(A)v=q_{m+1}\left(H^{m+1}v-PH^{m+1}v\right).$$

```lean
/-- One degree higher, the error `q(H) v - q(PHP) v` equals the coefficient `q_{m+1}` times
`H^{m+1} v - P H^{m+1} v`. -/
theorem krylov_defect {P H : Matrix n n R} {v : n → R} {m : ℕ}
    (h : FixesKrylov P H v m) {q : R[X]} (hq : q.natDegree ≤ m + 1) :
    (aeval H q) *ᵥ v - (aeval (projHam P H) q) *ᵥ v
      = q.coeff (m + 1) • ((H ^ (m + 1)) *ᵥ v - P *ᵥ ((H ^ (m + 1)) *ᵥ v)) := by
  have hq' : q.natDegree < m + 1 + 1 := by omega
  -- the terms of degree at most `m` agree
  have hs : ∑ k ∈ range (m + 1), q.coeff k • ((projHam P H ^ k) *ᵥ v)
      = ∑ k ∈ range (m + 1), q.coeff k • ((H ^ k) *ᵥ v) := by
    refine Finset.sum_congr rfl fun k hk => ?_
    have hk' : k ≤ m := Nat.lt_succ_iff.mp (Finset.mem_range.mp hk)
    rw [projHam_pow_mulVec h (Nat.le_succ_of_le hk'), h k hk']
  rw [aeval_mulVec (projHam P H) v hq', aeval_mulVec H v hq',
    Finset.sum_range_succ _ (m + 1), Finset.sum_range_succ _ (m + 1), hs,
    projHam_pow_mulVec h le_rfl, smul_sub]
  abel
```

Conversely, let $P^2=P$ and $Pv=v$, and suppose exactness for all $\deg q\le m$. Taking $q=X^k$ gives $H^kv=A^kv$. Since $PA=A$ (`hPA`), $PA^kv=A^kv$ for $k\ge1$, and $k=0$ is `hv`. For such $P$ exactness is therefore equivalent to the Krylov condition.

```lean
/-- For an idempotent `P` with `P v = v`, the identity `q(PHP) v = q(H) v` holds for all `q`
of degree at most `m` exactly when `P` fixes the Krylov vectors up to order `m`. -/
theorem krylov_exact_iff {P H : Matrix n n R} {v : n → R} {m : ℕ}
    (hP : P * P = P) (hv : P *ᵥ v = v) :
    (∀ q : R[X], q.natDegree ≤ m → (aeval (projHam P H) q) *ᵥ v = (aeval H q) *ᵥ v)
      ↔ FixesKrylov P H v m := by
  refine ⟨fun hq k hk => ?_, fun h q hq => krylov_exact h hq⟩
  -- test on the monomial `X^k`
  have hk' := hq (X ^ k) ((natDegree_X_pow_le k).trans hk)
  simp only [map_pow, aeval_X] at hk'
  have hPA : P * projHam P H = projHam P H := by
    simp only [projHam, ← Matrix.mul_assoc, hP]
  rw [← hk']
  cases k with
  | zero => rw [pow_zero, one_mulVec, hv]
  | succ k => rw [mulVec_mulVec, pow_succ', ← Matrix.mul_assoc, hPA]
```

## The small matrix

Let $P=VW$ with $V$ of shape $n\times r$ and $W$ of shape $r\times n$, and set $T=WHV$. The claim `key` is $VT^kWv=H^kv$ for $k\le m$. It starts from $VWv=v$ and continues, for $k+1\le m$, by
$$VT^{k+1}Wv=VW\,H\,(VT^kWv)=VW\,H^{k+1}v=H^{k+1}v .$$
Summing with the $q_k$ gives $Vq(T)Wv=q(H)v$. The relation $WV=1$ is never used.

```lean
/-- Reduced form: if `V W` fixes the Krylov vectors up to order `m`, then the reduced matrix
`T = W H V` gives `V q(T) W v = q(H) v` for every `q` of degree at most `m`. -/
theorem krylov_exact_reduced {H : Matrix n n R} {V : Matrix n r R} {W : Matrix r n R}
    {v : n → R} {m : ℕ} (h : FixesKrylov (V * W) H v m) {q : R[X]}
    (hq : q.natDegree ≤ m) :
    V *ᵥ ((aeval (W * H * V) q) *ᵥ (W *ᵥ v)) = (aeval H q) *ᵥ v := by
  have e : ∀ w, V *ᵥ ((W * H * V) *ᵥ w) = (V * W) *ᵥ (H *ᵥ (V *ᵥ w)) := by
    intro w
    simp only [mulVec_mulVec, Matrix.mul_assoc]
  have key : ∀ k, k ≤ m → V *ᵥ (((W * H * V) ^ k) *ᵥ (W *ᵥ v)) = (H ^ k) *ᵥ v := by
    intro k
    induction k with
    | zero =>
      intro hk
      have h0 := h 0 hk
      simp only [pow_zero, one_mulVec] at h0 ⊢
      rw [mulVec_mulVec]
      exact h0
    | succ k ih =>
      intro hk
      rw [pow_succ', ← mulVec_mulVec, e, ih (by omega), mulVec_mulVec v H, ← pow_succ']
      exact h (k + 1) hk
  rw [aeval_mulVec (W * H * V) (W *ᵥ v) (Nat.lt_succ_of_le hq),
    aeval_mulVec H v (Nat.lt_succ_of_le hq), Matrix.mulVec_sum]
  refine Finset.sum_congr rfl fun k hk => ?_
  rw [Matrix.mulVec_smul, key k (Nat.lt_succ_iff.mp (Finset.mem_range.mp hk))]
```

In a Lanczos code the columns of $V$ are $m+1$ orthonormal vectors spanning $v,\dots,H^mv$ (fewer if the recursion terminates), $W=V^\dagger$, $T$ is tridiagonal, and $Wv$ is $\|v\|$ times the first unit vector. To approximate $f(H)v$, the code applies $f(T)$ to $Wv$ and maps the result back by $V$; for a polynomial $f$ of degree at most $m$ this is exact. The theorems concern exact arithmetic and do not describe the loss of orthogonality under rounding.

## Moments

Let $R$ carry a conjugation `star`, and write $\langle x,y\rangle=\sum_i\overline{x_i}\,y_i$, which is `star x ⬝ᵥ y`. For Hermitian $H$ and $P$, $A$ is Hermitian (`hA`). Any $k\le 2m+1$ splits as $k=a+b$ with $a=\lfloor k/2\rfloor\le m$ and $b=k-a\le m+1$, and
$$\langle v,A^{a+b}v\rangle=\langle A^av,A^bv\rangle=\langle H^av,PH^bv\rangle=\langle H^av,H^bv\rangle=\langle v,H^{a+b}v\rangle .$$
These are the four lines of the `calc` block. In the third, `adj` moves $P$ onto $H^av$, which it fixes. Over $\mathbb C$ with $v\ne0$, division by $\langle v,v\rangle$ turns both sides into expectation values.

```lean
/-- For Hermitian `H` and `P` with `P` fixing the Krylov vectors up to order `m`,
`⟨v, q(PHP) v⟩ = ⟨v, q(H) v⟩` for every `q` of degree at most `2m + 1`. -/
theorem krylov_moments [StarRing R] {P H : Matrix n n R} {v : n → R} {m : ℕ}
    (hP : P.IsHermitian) (hH : H.IsHermitian) (h : FixesKrylov P H v m) {q : R[X]}
    (hq : q.natDegree ≤ 2 * m + 1) :
    star v ⬝ᵥ ((aeval (projHam P H) q) *ᵥ v) = star v ⬝ᵥ ((aeval H q) *ᵥ v) := by
  have adj : ∀ A : Matrix n n R, Aᴴ = A → ∀ x y : n → R,
      star (A *ᵥ x) ⬝ᵥ y = star x ⬝ᵥ (A *ᵥ y) := by
    intro A hA x y
    rw [star_mulVec, hA, dotProduct_mulVec]
  have hA : (projHam P H)ᴴ = projHam P H := by
    simp only [projHam, conjTranspose_mul, hP.eq, hH.eq, Matrix.mul_assoc]
  rw [aeval_mulVec (projHam P H) v (Nat.lt_succ_of_le hq),
    aeval_mulVec H v (Nat.lt_succ_of_le hq), dotProduct_sum, dotProduct_sum]
  refine Finset.sum_congr rfl fun k hk => ?_
  have hk' : k ≤ 2 * m + 1 := Nat.lt_succ_iff.mp (Finset.mem_range.mp hk)
  -- share the power between bra and ket
  obtain ⟨a, b, ha, hb, rfl⟩ : ∃ a b, a ≤ m ∧ b ≤ m + 1 ∧ k = a + b :=
    ⟨k / 2, k - k / 2, by omega, by omega, by omega⟩
  have hAa : (projHam P H ^ a)ᴴ = projHam P H ^ a := by rw [conjTranspose_pow, hA]
  have hHa : (H ^ a)ᴴ = H ^ a := by rw [conjTranspose_pow, hH.eq]
  have key : star v ⬝ᵥ ((projHam P H ^ (a + b)) *ᵥ v) = star v ⬝ᵥ ((H ^ (a + b)) *ᵥ v) :=
    calc star v ⬝ᵥ ((projHam P H ^ (a + b)) *ᵥ v)
        = star ((projHam P H ^ a) *ᵥ v) ⬝ᵥ ((projHam P H ^ b) *ᵥ v) := by
          rw [adj _ hAa, mulVec_mulVec, ← pow_add]
      _ = star ((H ^ a) *ᵥ v) ⬝ᵥ (P *ᵥ ((H ^ b) *ᵥ v)) := by
          rw [projHam_pow_mulVec h (Nat.le_succ_of_le ha), h a ha, projHam_pow_mulVec h hb]
      _ = star ((H ^ a) *ᵥ v) ⬝ᵥ ((H ^ b) *ᵥ v) := by rw [← adj P hP.eq, h a ha]
      _ = star v ⬝ᵥ ((H ^ (a + b)) *ᵥ v) := by rw [adj _ hHa, mulVec_mulVec, ← pow_add]
  rw [dotProduct_smul, dotProduct_smul, key]
```

## Short-time propagation

With $\hbar=1$, complex matrices and real time $t$, the order-$m$ Taylor truncation of $e^{-itH}$ is $U_m(H,t)=\sum_{k=0}^m\frac{(-it)^k}{k!}H^k$.

```lean
/-- The order-`m` Taylor truncation `∑_{k ≤ m} (-i t)^k / k! H^k` of the propagator. -/
def taylorPropagator (H : Matrix n n ℂ) (t : ℝ) (m : ℕ) : Matrix n n ℂ :=
  ∑ k ∈ range (m + 1), ((-Complex.I * t) ^ k / (k.factorial : ℂ)) • H ^ k
```

Each term acts on $v$ in the same way for $A$ and for $H$, so $U_m(A,t)v=U_m(H,t)v$ for every $t$; the proof repeats the termwise argument of `krylov_exact`.

```lean
/-- If `P` fixes the Krylov vectors up to order `m`, the order-`m` Taylor propagators of
`PHP` and of `H` give the same vector from `v` at every time. -/
theorem taylorPropagator_exact {P H : Matrix n n ℂ} {v : n → ℂ} {m : ℕ}
    (h : FixesKrylov P H v m) (t : ℝ) :
    taylorPropagator (projHam P H) t m *ᵥ v = taylorPropagator H t m *ᵥ v := by
  simp only [taylorPropagator, Matrix.sum_mulVec, Matrix.smul_mulVec]
  refine Finset.sum_congr rfl fun k hk => ?_
  have hk' : k ≤ m := Nat.lt_succ_iff.mp (Finset.mem_range.mp hk)
  rw [projHam_pow_mulVec h (Nat.le_succ_of_le hk'), h k hk']
```

This bears on Krylov propagation of a wave packet in a finite basis with time-independent $H$: the projected and the full Hamiltonian share their truncated propagators on $v$ through order $m$. The theorem does not compare the exponentials themselves, and no bound on the remainder is given.

## The chain again

The matrices and the vector of the opening example are entered with sites indexed by `Fin 3`.

```lean
/-- Nearest-neighbour hopping on an open three-site chain. -/
def chainH : Matrix (Fin 3) (Fin 3) ℂ := !![0, 1, 0; 1, 0, 1; 0, 1, 0]

/-- The projector onto the first two sites of the chain. -/
def chainP : Matrix (Fin 3) (Fin 3) ℂ := !![1, 0, 0; 0, 1, 0; 0, 0, 0]

/-- The state localised on the first site. -/
def site0 : Fin 3 → ℂ := ![1, 0, 0]
```

With $m=1$ the chain satisfies the Krylov condition, both matrices are Hermitian and $P^2=P$. Vector exactness fails at degree $m+1=2$: component $2$ of $A^2v$ is $0$ and that of $H^2v$ is $1$ (`congrFun h 2`). Moments fail at degree $2m+2=4$, where $\langle v,A^4v\rangle=\|e_0\|^2=1$ and $\langle v,H^4v\rangle=\|e_0+e_2\|^2=2$. The proof computes the squares `a2` and `h2` entry by entry and writes $4=2+2$.

```lean
/-- The three-site chain meets the Krylov, Hermiticity and idempotency conditions with `m = 1`,
while `(PHP)^2 v ≠ H^2 v` and the fourth moments of `PHP` and `H` are `1` and `2`. -/
theorem krylov_witness :
    FixesKrylov chainP chainH site0 1 ∧ chainP.IsHermitian ∧ chainH.IsHermitian ∧
    chainP * chainP = chainP ∧
    (projHam chainP chainH ^ 2) *ᵥ site0 ≠ (chainH ^ 2) *ᵥ site0 ∧
    star site0 ⬝ᵥ ((projHam chainP chainH ^ 4) *ᵥ site0) = 1 ∧
    star site0 ⬝ᵥ ((chainH ^ 4) *ᵥ site0) = 2 := by
  have hA : projHam chainP chainH = !![0, 1, 0; 1, 0, 0; 0, 0, 0] := by
    ext i j
    fin_cases i <;> fin_cases j <;>
      simp [projHam, chainP, chainH, Matrix.mul_apply, Fin.sum_univ_succ]
  have a2 : projHam chainP chainH ^ 2 = !![1, 0, 0; 0, 1, 0; 0, 0, 0] := by
    rw [sq, hA]
    ext i j
    fin_cases i <;> fin_cases j <;> simp [Matrix.mul_apply, Fin.sum_univ_succ]
  have h2 : chainH ^ 2 = !![1, 0, 1; 0, 2, 0; 1, 0, 1] := by
    rw [sq]
    ext i j
    fin_cases i <;> fin_cases j <;>
      simp [chainH, Matrix.mul_apply, Fin.sum_univ_succ, one_add_one_eq_two]
  refine ⟨?_, ?_, ?_, ?_, ?_, ?_, ?_⟩
  · intro k hk
    interval_cases k <;> ext i <;> fin_cases i <;>
      simp [chainP, chainH, site0, mulVec, dotProduct, Fin.sum_univ_succ, one_apply]
  · ext i j
    fin_cases i <;> fin_cases j <;> simp [chainP]
  · ext i j
    fin_cases i <;> fin_cases j <;> simp [chainH]
  · ext i j
    fin_cases i <;> fin_cases j <;> simp [chainP, Matrix.mul_apply, Fin.sum_univ_succ]
  · rw [a2, h2]
    intro h
    have h' := congrFun h 2
    simp [site0, mulVec, dotProduct, Fin.sum_univ_succ] at h'
  · rw [(by norm_num : (4 : ℕ) = 2 + 2), pow_add, a2, ← mulVec_mulVec]
    simp [site0, mulVec, dotProduct, Fin.sum_univ_succ]
  · rw [(by norm_num : (4 : ℕ) = 2 + 2), pow_add, h2, ← mulVec_mulVec]
    simp [site0, mulVec, dotProduct, Fin.sum_univ_succ, one_add_one_eq_two]

end

end KrylovExactness
```

```lean
#print axioms KrylovExactness.krylov_exact_iff
#print axioms KrylovExactness.krylov_exact_reduced
#print axioms KrylovExactness.krylov_moments
#print axioms KrylovExactness.taylorPropagator_exact
```

```
'KrylovExactness.krylov_exact_iff' depends on axioms: [propext, Classical.choice, Quot.sound]
'KrylovExactness.krylov_exact_reduced' depends on axioms: [propext, Classical.choice, Quot.sound]
'KrylovExactness.krylov_moments' depends on axioms: [propext, Classical.choice, Quot.sound]
'KrylovExactness.taylorPropagator_exact' depends on axioms: [propext, Classical.choice, Quot.sound]
```

## Variants

What follows is argument in prose only, with no theorem above behind it. One could have defined $P$ as the orthogonal projector onto the span of $v,\dots,H^mv$ in a complex inner-product space. The Krylov condition, Hermiticity and idempotency of $P$ would then be consequences of the definition, but oblique projectors and larger subspaces would fall outside the statement.

The splitting of powers also works without Hermiticity. If a row vector $u^{T}$ satisfies $u^{T}H^aP=u^{T}H^a$ for $a\le m$, alongside the condition on $v$, then $u^{T}A^a=u^{T}H^a$ for these $a$, and $u^{T}q(A)v=u^{T}q(H)v$ up to degree $2m+1$, which is the setting of two-sided Lanczos.
